# The expectation value of an antisymmetrised three-body operator in a determinant

Normal-ordering a Hamiltonian with respect to a reference determinant starts with its constant term, the reference energy. A three-body interaction, such as a three-nucleon force, contributes to this term its expectation value in the determinant. For finitely many orthonormal spin orbitals and coefficients antisymmetric in their last three indices, the contribution is

$$\langle\Phi,W\Phi\rangle=\frac16\sum_{i,j,k\in O}w_{ijkijk},\qquad W=\frac1{36}\sum_{pqrstu}w_{pqrstu}\,a_p^\dagger a_q^\dagger a_r^\dagger a_u a_t a_s .$$

Here $\Phi$ is the normalised determinant, $O$ its set of occupied orbitals, and $a_p$ removes a particle from orbital $p$. The annihilators stand in the order $u,t,s$, so that $s,t,u$ pair with $p,q,r$.

## Operators, determinant and interaction

The finite type `ι` labels the spin orbitals and `m` a finite orthonormal basis of the state space.

In Lean 4 with Mathlib:

```lean
import Mathlib

open Matrix

namespace ThreeBodyExpectation

noncomputable section

variable {ι m : Type*} [Fintype ι] [DecidableEq ι] [Fintype m] [DecidableEq m]
```

Each $a_p$ is a complex square matrix and $a_p^\dagger$, written `(a p)ᴴ`, is its conjugate transpose. They satisfy $\{a_p,a_q\}=0$ and $\{a_p,a_q^\dagger\}=\delta_{pq}$, where $\{A,B\}=AB+BA$.

```lean
/-- The canonical anticommutation relations for annihilation operators `a p`, whose adjoints
are the creation operators. -/
structure IsCAR (a : ι → Matrix m m ℂ) : Prop where
  anti : ∀ p q, a p * a q + a q * a p = 0
  mixed : ∀ p q, a p * (a q)ᴴ + (a q)ᴴ * a p = if p = q then 1 else 0
```

The determinant is described by its action rather than as a product of creation operators: $\langle\Phi,\Phi\rangle=1$, $a_c\Phi=0$ for $c\notin O$, and $a_i^\dagger\Phi=0$ for $i\in O$.

```lean
/-- `Φ` is a unit determinant with occupied set `O`: no particle can be removed from an orbital
outside `O`, and none can be added to an orbital in `O`. -/
structure IsDeterminant (a : ι → Matrix m m ℂ) (O : Finset ι) (Φ : m → ℂ) : Prop where
  unit : star Φ ⬝ᵥ Φ = 1
  empty : ∀ c, c ∉ O → a c *ᵥ Φ = 0
  filled : ∀ i, i ∈ O → (a i)ᴴ *ᵥ Φ = 0
```

The expectation value $\langle M\rangle=\langle\Phi,M\Phi\rangle$ is linear in $M$, so it can be taken term by term.

```lean
/-- The expectation value `⟨Φ, M Φ⟩`, as a linear functional of the operator `M`. -/
def expect (Φ : m → ℂ) : Matrix m m ℂ →ₗ[ℂ] ℂ where
  toFun M := star Φ ⬝ᵥ (M *ᵥ Φ)
  map_add' M N := by simp [Matrix.add_mulVec, dotProduct_add]
  map_smul' c M := by simp [Matrix.smul_mulVec, dotProduct_smul]
```

Let $\gamma_{ps}=1$ if $p=s\in O$, and $0$ otherwise. The code calls this `density`; that it equals $\langle a_p^\dagger a_s\rangle$ is proved below.

```lean
/-- The matrix that is one on the diagonal at occupied orbitals and zero elsewhere. -/
def density (O : Finset ι) (p s : ι) : ℂ := if p = s ∧ p ∈ O then 1 else 0
```

The coefficients $w_{pqrstu}$ are arbitrary complex numbers, so $W$ need not be Hermitian. Identifying them with the antisymmetrised matrix elements of a physical force in a chosen orbital basis is a separate step, left to the user.

```lean
/-- The three-body operator `(1/36) Σ w_pqrstu a_p† a_q† a_r† a_u a_t a_s`. -/
def threeBody (a : ι → Matrix m m ℂ) (w : ι → ι → ι → ι → ι → ι → ℂ) : Matrix m m ℂ :=
  (1 / 36 : ℂ) • ∑ p, ∑ q, ∑ r, ∑ s, ∑ t, ∑ u,
    w p q r s t u • ((a p)ᴴ * (a q)ᴴ * (a r)ᴴ * a u * a t * a s)
```

Antisymmetry is stated for exchanges of neighbouring indices, which generate all permutations. It will be required of `w p q r`, that is, of $s,t,u$ only; coefficients that are also antisymmetric in $p,q,r$ are included.

```lean
/-- A three-index array changes sign when two neighbouring indices are exchanged. -/
def Antisymm₃ (f : ι → ι → ι → ℂ) : Prop :=
  ∀ p q r, f q p r = -f p q r ∧ f p r q = -f p q r
```

## Moving a creation operator onto the determinant

If $X\Phi=0$, then $\langle MX\rangle=\langle\Phi,MX\Phi\rangle=0$.

```lean
omit [DecidableEq m] in
/-- An operator product has zero expectation value if its rightmost factor annihilates `Φ`. -/
theorem expect_mul_right {Φ : m → ℂ} {X : Matrix m m ℂ} (h : X *ᵥ Φ = 0) (M : Matrix m m ℂ) :
    expect Φ (M * X) = 0 := by
  change star Φ ⬝ᵥ ((M * X) *ᵥ Φ) = 0
  rw [← Matrix.mulVec_mulVec, h, Matrix.mulVec_zero, dotProduct_zero]
```

Likewise $\langle X^\dagger M\rangle=\langle X\Phi,M\Phi\rangle=0$.

```lean
omit [DecidableEq m] in
/-- An operator product has zero expectation value if the adjoint of its leftmost factor
annihilates `Φ`. -/
theorem expect_mul_left {Φ : m → ℂ} {X : Matrix m m ℂ} (h : X *ᵥ Φ = 0) (M : Matrix m m ℂ) :
    expect Φ (Xᴴ * M) = 0 := by
  change star Φ ⬝ᵥ ((Xᴴ * M) *ᵥ Φ) = 0
  rw [← Matrix.mulVec_mulVec, Matrix.dotProduct_mulVec, ← Matrix.star_mulVec, h, star_zero,
    zero_dotProduct]
```

The adjoint of $\{a_q,a_p\}=0$ gives $a_p^\dagger a_q^\dagger=-a_q^\dagger a_p^\dagger$.

```lean
omit [Fintype ι] in
/-- Creation operators anticommute. -/
theorem creation_anti {a : ι → Matrix m m ℂ} (h : IsCAR a) (p q : ι) :
    (a p)ᴴ * (a q)ᴴ = -((a q)ᴴ * (a p)ᴴ) := by
  have e := congrArg Matrix.conjTranspose (h.anti q p)
  simp only [Matrix.conjTranspose_add, Matrix.conjTranspose_mul,
    Matrix.conjTranspose_zero] at e
  exact eq_neg_of_add_eq_zero_left e
```

For $p\in O$, the mixed relation reads $\{a_p^\dagger,a_s\}=\delta_{ps}=\gamma_{ps}$.

```lean
omit [Fintype ι] in
/-- For an occupied orbital `p`, the anticommutator of `a_p†` and `a_s` is the density matrix
entry times the identity. -/
theorem contraction {a : ι → Matrix m m ℂ} (h : IsCAR a) {O : Finset ι} {p : ι} (hp : p ∈ O)
    (s : ι) : (a p)ᴴ * a s + a s * (a p)ᴴ = density O p s • (1 : Matrix m m ℂ) := by
  rw [add_comm, h.mixed s p]
  by_cases e : s = p
  · subst e
    simp [density, hp]
  · have e' : ¬ p = s := fun x => e x.symm
    simp [density, e, e']
```

Hence, for $p\in O$,

$$\langle a_p^\dagger a_s\rangle=\gamma_{ps}\langle 1\rangle-\langle a_sa_p^\dagger\rangle=\gamma_{ps}.$$

For $p\notin O$ both sides vanish: the left because $a_p\Phi=0$, the right by the definition of $\gamma$. The same case distinction opens the next two proofs.

```lean
omit [Fintype ι] in
/-- In a unit determinant, `⟨a_p† a_s⟩` is the density matrix. -/
theorem one_body_density {a : ι → Matrix m m ℂ} (h : IsCAR a) {O : Finset ι} {Φ : m → ℂ}
    (hΦ : IsDeterminant a O Φ) (p s : ι) : expect Φ ((a p)ᴴ * a s) = density O p s := by
  by_cases hp : p ∈ O
  · have h1 : expect Φ 1 = 1 := by
      change star Φ ⬝ᵥ ((1 : Matrix m m ℂ) *ᵥ Φ) = 1
      rw [Matrix.one_mulVec, hΦ.unit]
    rw [eq_sub_of_add_eq (contraction h hp s), map_sub, map_smul, h1,
      expect_mul_right (hΦ.filled p hp)]
    simp
  · rw [expect_mul_left (hΦ.empty p hp)]
    simp [density, hp]
```

With two creation operators and $p\in O$,

$$a_p^\dagger a_q^\dagger a_ta_s=a_q^\dagger a_t\{a_p^\dagger,a_s\}-a_q^\dagger\{a_p^\dagger,a_t\}a_s-a_q^\dagger a_ta_sa_p^\dagger .$$

The last term has zero expectation, which leaves $\gamma_{ps}\gamma_{qt}-\gamma_{pt}\gamma_{qs}$. In the code, `noncomm_ring` checks the operator identity and `ring` the final arithmetic.

```lean
omit [Fintype ι] in
/-- In a unit determinant, `⟨a_p† a_q† a_t a_s⟩` is the direct minus the exchange product of
density matrices. -/
theorem two_body_density {a : ι → Matrix m m ℂ} (h : IsCAR a) {O : Finset ι} {Φ : m → ℂ}
    (hΦ : IsDeterminant a O Φ) (p q s t : ι) :
    expect Φ ((a p)ᴴ * (a q)ᴴ * a t * a s) =
      density O p s * density O q t - density O p t * density O q s := by
  by_cases hp : p ∈ O
  · -- move `a_p†` to the right until it meets `Φ`
    have e : (a p)ᴴ * (a q)ᴴ * a t * a s =
        (a q)ᴴ * a t * ((a p)ᴴ * a s + a s * (a p)ᴴ)
        - (a q)ᴴ * ((a p)ᴴ * a t + a t * (a p)ᴴ) * a s
        - (a q)ᴴ * a t * a s * (a p)ᴴ := by
      rw [creation_anti h p q]
      noncomm_ring
    rw [e, contraction h hp, contraction h hp, map_sub, expect_mul_right (hΦ.filled p hp)]
    simp only [mul_smul_comm, smul_mul_assoc, mul_one, map_sub, map_smul, smul_eq_mul,
      one_body_density h hΦ]
    ring
  · simp only [mul_assoc]
    rw [expect_mul_left (hΦ.empty p hp)]
    simp [density, hp]
```

With three, $a_p^\dagger$ passes $a_q^\dagger$ and $a_r^\dagger$ without a net sign, then meets $a_u$, $a_t$ and $a_s$ in turn:

$$\begin{aligned}\langle a_p^\dagger a_q^\dagger a_r^\dagger a_ua_ta_s\rangle={}&\gamma_{pu}\langle a_q^\dagger a_r^\dagger a_ta_s\rangle-\gamma_{pt}\langle a_q^\dagger a_r^\dagger a_ua_s\rangle\\&+\gamma_{ps}\langle a_q^\dagger a_r^\dagger a_ua_t\rangle .\end{aligned}$$

Inserting the two-body result gives

$$\begin{aligned}&\gamma_{ps}(\gamma_{qt}\gamma_{ru}-\gamma_{qu}\gamma_{rt})-\gamma_{pt}(\gamma_{qs}\gamma_{ru}-\gamma_{qu}\gamma_{rs})\\&+\gamma_{pu}(\gamma_{qs}\gamma_{rt}-\gamma_{qt}\gamma_{rs}).\end{aligned}$$

```lean
omit [Fintype ι] in
/-- In a unit determinant, `⟨a_p† a_q† a_r† a_u a_t a_s⟩` is the antisymmetrised product of three
density matrices. -/
theorem three_body_density {a : ι → Matrix m m ℂ} (h : IsCAR a) {O : Finset ι} {Φ : m → ℂ}
    (hΦ : IsDeterminant a O Φ) (p q r s t u : ι) :
    expect Φ ((a p)ᴴ * (a q)ᴴ * (a r)ᴴ * a u * a t * a s) =
      density O p s * density O q t * density O r u
      - density O p s * density O r t * density O q u
      - density O q s * density O p t * density O r u
      + density O r s * density O p t * density O q u
      + density O q s * density O r t * density O p u
      - density O r s * density O q t * density O p u := by
  by_cases hp : p ∈ O
  · have e₀ : (a p)ᴴ * (a q)ᴴ * (a r)ᴴ = (a q)ᴴ * (a r)ᴴ * (a p)ᴴ := by
      rw [creation_anti h p q, neg_mul, mul_assoc, creation_anti h p r, mul_neg, neg_neg,
        ← mul_assoc]
    -- three contractions, and a remainder that annihilates `Φ`
    have e : (a p)ᴴ * (a q)ᴴ * (a r)ᴴ * a u * a t * a s =
        (a q)ᴴ * (a r)ᴴ * ((a p)ᴴ * a u + a u * (a p)ᴴ) * a t * a s
        - (a q)ᴴ * (a r)ᴴ * a u * ((a p)ᴴ * a t + a t * (a p)ᴴ) * a s
        + (a q)ᴴ * (a r)ᴴ * a u * a t * ((a p)ᴴ * a s + a s * (a p)ᴴ)
        - (a q)ᴴ * (a r)ᴴ * a u * a t * a s * (a p)ᴴ := by
      rw [e₀]
      noncomm_ring
    rw [e, contraction h hp, contraction h hp, contraction h hp, map_sub,
      expect_mul_right (hΦ.filled p hp)]
    simp only [mul_smul_comm, smul_mul_assoc, mul_one, map_sub, map_add, map_smul, smul_eq_mul,
      two_body_density h hΦ]
    ring
  · simp only [mul_assoc]
    rw [expect_mul_left (hΦ.empty p hp)]
    simp [density, hp]
```

## Six equal terms

Since $\gamma$ is diagonal, a sum against three of its entries keeps one term:

$$\sum_{stu}f_{stu}\,\gamma_{xs}\gamma_{yt}\gamma_{zu}=f_{xyz}\,\gamma_{xx}\gamma_{yy}\gamma_{zz}.$$

```lean
/-- Summing a three-index array against three density matrices picks out one entry, weighted by
the occupations of its orbitals. -/
theorem sum_density (O : Finset ι) (f : ι → ι → ι → ℂ) (x y z : ι) :
    ∑ s, ∑ t, ∑ u, f s t u * (density O x s * density O y t * density O z u) =
      f x y z * (density O x x * density O y y * density O z z) := by
  have h0 : ∀ x s, s ≠ x → density O x s = 0 := fun x s h => by simp [density, h.symm]
  refine (Finset.sum_eq_single x (fun s _ h => by simp [h0 x s h]) (by simp)).trans ?_
  refine (Finset.sum_eq_single y (fun t _ h => by simp [h0 y t h]) (by simp)).trans ?_
  exact Finset.sum_eq_single z (fun u _ h => by simp [h0 z u h]) (by simp)
```

For fixed $p,q,r$, the six products therefore yield

$$\begin{aligned}&w_{pqrpqr}-w_{pqrprq}-w_{pqrqpr}\\&+w_{pqrrpq}+w_{pqrqrp}-w_{pqrrqp}=6\,w_{pqrpqr},\end{aligned}$$

multiplied by $\gamma_{pp}\gamma_{qq}\gamma_{rr}$. This is `key`, where the rewrites with `hw` supply the signs. The occupation factors restrict the remaining sums to $O$ (`hs`), and $6/36=1/6$.

The theorem reads: for any matrices satisfying the anticommutation relations, any unit determinant with occupied set $O$, and any $w$ antisymmetric in its last three indices, $\langle W\rangle$ is one sixth of the sum of $w_{ijkijk}$ over $O$.

```lean
/-- For `w` antisymmetric in its last three indices, the three-body operator has expectation value
`(1/6) Σ w_ijkijk` in a unit determinant, with `i, j, k` running over the occupied orbitals. -/
theorem expect_threeBody {a : ι → Matrix m m ℂ} (h : IsCAR a) {O : Finset ι} {Φ : m → ℂ}
    (hΦ : IsDeterminant a O Φ) {w : ι → ι → ι → ι → ι → ι → ℂ}
    (hw : ∀ p q r, Antisymm₃ (w p q r)) :
    expect Φ (threeBody a w) = 1 / 6 * ∑ i ∈ O, ∑ j ∈ O, ∑ k ∈ O, w i j k i j k := by
  -- the six signed terms are equal by antisymmetry
  have key : ∀ p q r, ∑ s, ∑ t, ∑ u,
      w p q r s t u * expect Φ ((a p)ᴴ * (a q)ᴴ * (a r)ᴴ * a u * a t * a s) =
      6 * (w p q r p q r * (density O p p * density O q q * density O r r)) := by
    intro p q r
    simp only [three_body_density h hΦ, mul_add, mul_sub, Finset.sum_add_distrib,
      Finset.sum_sub_distrib, sum_density]
    rw [(hw p q r r p q).2, (hw p q r p r q).1, (hw p q r q p r).2, (hw p q r p q r).1,
      (hw p q r p q r).2]
    ring
  have hs : ∀ g : ι → ℂ, ∑ i ∈ O, g i = ∑ i, density O i i * g i := by
    intro g
    simp [density]
  simp only [threeBody, map_smul, map_sum, smul_eq_mul, key]
  simp only [hs, Finset.mul_sum]
  refine Finset.sum_congr rfl fun i _ => Finset.sum_congr rfl fun j _ =>
    Finset.sum_congr rfl fun k _ => ?_
  ring
```

With fewer than three occupied orbitals, two of $i,j,k$ always coincide. Exchanging the equal indices among the last three gives $w_{ijkijk}=-w_{ijkijk}=0$, so the expectation value vanishes. When $i=k$, the code first makes the equal indices neighbours.

```lean
/-- For `w` antisymmetric in its last three indices, the three-body operator has zero expectation
value in a unit determinant with fewer than three occupied orbitals. -/
theorem expect_threeBody_of_card_lt {a : ι → Matrix m m ℂ} (h : IsCAR a) {O : Finset ι}
    {Φ : m → ℂ} (hΦ : IsDeterminant a O Φ) {w : ι → ι → ι → ι → ι → ι → ℂ}
    (hw : ∀ p q r, Antisymm₃ (w p q r)) (hO : O.card < 3) :
    expect Φ (threeBody a w) = 0 := by
  rw [expect_threeBody h hΦ hw]
  refine mul_eq_zero_of_right _ (Finset.sum_eq_zero fun i hi => Finset.sum_eq_zero fun j hj =>
    Finset.sum_eq_zero fun k hk => ?_)
  by_cases hij : i = j
  · subst hij
    exact self_eq_neg.mp (hw i i k i i k).1
  by_cases hjk : j = k
  · subst hjk
    exact self_eq_neg.mp (hw i j j i j j).2
  by_cases hik : i = k
  · subst hik
    have e1 := (hw i j i i i j).1
    have e2 := (hw i j i i i j).2
    rw [self_eq_neg.mp e1, neg_zero] at e2
    exact e2
  -- three distinct occupied orbitals are too many
  have hsub : ({i, j, k} : Finset ι) ⊆ O := by
    intro x hx
    simp only [Finset.mem_insert, Finset.mem_singleton] at hx
    rcases hx with rfl | rfl | rfl <;> assumption
  have hc := Finset.card_le_card hsub
  rw [Finset.card_eq_three.2 ⟨i, j, k, hij, hik, hjk, rfl⟩] at hc
  omega
```

## Three modes in Jordan–Wigner form

An explicit example satisfies both definitions. Eight states are labelled $0$ to $7$, with the binary digits as occupations. Removing a particle from mode $p$ lowers the label by $2^p$ and gives a minus sign if the number of occupied modes below $p$ is odd.

```lean
/-- Integer Jordan–Wigner matrix that removes a particle from mode `p` of three; the binary digits
of the state label are the occupations. -/
def jwInt (p : Fin 3) : Matrix (Fin 8) (Fin 8) ℤ := Matrix.of fun S T =>
  if T.val.testBit p.val = true ∧ S.val + 2 ^ p.val = T.val then
    (-1) ^ (Finset.univ.filter fun q : Fin 3 => q < p ∧ T.val.testBit q.val = true).card
  else 0
```

The integer entries are then read as complex numbers.

```lean
/-- The Jordan–Wigner annihilation operators of three modes, as complex matrices. -/
def jw (p : Fin 3) : Matrix (Fin 8) (Fin 8) ℂ := (Int.castRingHom ℂ).mapMatrix (jwInt p)
```

The anticommutation relations and the vanishing matrix elements are finitely many integer identities, which `decide +kernel` evaluates before they are carried over to the complex matrices. Every occupation state is a unit determinant, including the one with all three modes filled.

```lean
/-- The Jordan–Wigner matrices of three modes satisfy the anticommutation relations, and each
of the eight occupation states is a unit determinant. -/
theorem jw_witness : IsCAR jw ∧ ∀ n : Fin 8, IsDeterminant jw
    (Finset.univ.filter fun p : Fin 3 => n.val.testBit p.val = true) (Pi.single n 1) := by
  have hT : ∀ p, (jw p)ᴴ = (Int.castRingHom ℂ).mapMatrix (jwInt p)ᵀ := by
    intro p
    ext S T
    simp [jw]
  have h1 : ∀ p q, jwInt p * jwInt q + jwInt q * jwInt p = 0 := by decide +kernel
  have h2 : ∀ p q, jwInt p * (jwInt q)ᵀ + (jwInt q)ᵀ * jwInt p = if p = q then 1 else 0 := by
    decide +kernel
  have h3 : ∀ (n : Fin 8) (p : Fin 3) (S : Fin 8),
      ¬ (n.val.testBit p.val = true) → jwInt p S n = 0 := by decide +kernel
  have h4 : ∀ (n : Fin 8) (p : Fin 3) (S : Fin 8),
      n.val.testBit p.val = true → jwInt p n S = 0 := by decide +kernel
  refine ⟨⟨fun p q => ?_, fun p q => ?_⟩, fun n => ⟨by simp, fun c hc => ?_, fun i hi => ?_⟩⟩
  · rw [jw, jw, ← map_mul, ← map_mul, ← map_add, h1, map_zero]
  · rw [hT, jw, ← map_mul, ← map_mul, ← map_add, h2]
    split_ifs
    · exact map_one _
    · exact map_zero _
  · ext S
    have e := h3 n c S (fun x => hc (Finset.mem_filter.2 ⟨Finset.mem_univ _, x⟩))
    simp [jw, e]
  · ext S
    have e := h4 n i S (Finset.mem_filter.1 hi).2
    simp [jw, e]

end

end ThreeBodyExpectation
```

```lean
#print axioms ThreeBodyExpectation.expect_threeBody_of_card_lt
```

```
'ThreeBodyExpectation.expect_threeBody_of_card_lt' depends on axioms: [propext, Classical.choice, Quot.sound]
```
